# A two-point fit overestimates the edge mass of the band $\sqrt{D^2+P^2k^2}$

Take a band with energy $E(k)=\sqrt{1+k^2}$, in units with $\hbar=1$. Near $k=0$ it follows the parabola $1+k^2/2$, which belongs to a particle of mass $1$. Now suppose that only two energies are known, at $k=0$ and at $k=3/4$. They are $1$ and $5/4$. A parabola $E(0)+k^2/(2m)$ through both points has

$$m=\frac{(3/4)^2}{2\,(5/4-1)}=\frac{9/16}{1/2}=\frac98 .$$

The fit is too heavy by one eighth. The reason is visible in the squares: $(1+k^2/2)^2=1+k^2+k^4/4$ is larger than $1+k^2$ for $k\neq0$, so the band runs below its own edge parabola. A smaller rise in energy over the same step is read as a larger mass.

The same question arises whenever an effective mass is taken from band energies on a finite grid of wave numbers. The parts below answer it for a non-interacting two-band model with positive half-gap, positive coupling and a positive step: they give the sign and size of the error, and the steps that keep it within a tolerance.

## The band and its two masses

Let $D$ be half the band gap and $P$ the coupling between the two bands per unit wave number. The two-level Hamiltonian with $\pm D$ on the diagonal and $Pk$ off the diagonal has eigenvalues $\pm\sqrt{D^2+P^2k^2}$. The upper one is the band studied here, with energy measured from the middle of the gap:

$$E(k)=\sqrt{D^2+P^2k^2}.$$

```lean
import Mathlib

namespace EffectiveMassFit

noncomputable section

/-- The two-band dispersion `E(k) = √(D² + P²k²)`, with half-gap `D` and interband
coupling `P`, in units with `ħ = 1`. -/
def band (D P k : ℝ) : ℝ := √(D ^ 2 + P ^ 2 * k ^ 2)
```

In Lean, `band D P k` is this energy, and `band D P` without its last argument is the whole dispersion as a function of $k$. All quantities are real numbers, and $k$ runs along one direction through the band edge. Textbook definitions of $P$ can differ by numerical factors.

The fitted mass uses the energies at $0$ and at a step $h$. The letter $h$ is a wave number here, not Planck's constant:

$$m_{\rm fit}=\frac{h^2}{2\,(E(h)-E(0))}.$$

```lean
/-- The effective mass fitted to a band `E` from its energies at `0` and at the step `h`,
for `E h ≠ E 0`. -/
def fittedMass (E : ℝ → ℝ) (h : ℝ) : ℝ := h ^ 2 / (2 * (E h - E 0))
```

The edge mass is the inverse curvature at the band edge, $m_{\rm edge}=1/E''(0)$. Both masses are defined for an arbitrary function `E`, so their values for this band have to be derived.

```lean
/-- The band-edge effective mass: the inverse of the curvature of `E` at `k = 0`,
for nonzero curvature. -/
def edgeMass (E : ℝ → ℝ) : ℝ := 1 / deriv (deriv E) 0
```

The error of the fit is measured relative to the edge mass, as $(m_{\rm fit}-m_{\rm edge})/m_{\rm edge}$. Restoring $\hbar$ multiplies both masses by $\hbar^2$ and leaves this ratio unchanged.

```lean
/-- The relative amount by which the fitted mass exceeds the edge mass,
for a band with nonzero curvature at `k = 0` and `E h ≠ E 0`. -/
def relExcess (E : ℝ → ℝ) (h : ℝ) : ℝ := (fittedMass E h - edgeMass E) / edgeMass E
```

The results carry over to a computed or measured band that follows this dispersion from the edge out to $h$. Whether a given band does so is a separate question, which the theorems do not address. Remote bands can change even the sign of the error: a band that rises faster than its edge parabola gives a fitted mass that is too light.

## (a) The energy at the edge

Show that, for $D>0$,

$$E(0)=D.$$

At $k=0$ the coupling term vanishes, and $\sqrt{D^2}=|D|=D$ because $D$ is positive.

The Lean proof has the same two steps: `simp` removes the coupling term, and `Real.sqrt_sq` evaluates the root, with the sign of $D$ supplied by `hD.le`.

```lean
variable {D P h : ℝ}

/-- For `D > 0` the energy at the band edge is `D`. -/
theorem band_zero (hD : 0 < D) : band D P 0 = D := by
  simp [band, Real.sqrt_sq hD.le]
```

## (b) The energy at the step

Show that, for $D,P,h>0$,

$$D<E(h).$$

Since $P^2h^2>0$, we have $D^2<D^2+P^2h^2$. Taking square roots of nonnegative numbers preserves the order, which gives the claim. The denominator of the fitted mass is therefore positive.

In Lean, `Real.lt_sqrt` replaces the comparison with a root by the comparison of squares, and `linarith` finishes from the positivity of $P^2h^2$.

```lean
/-- For `D, P, h > 0` the energy at `h` lies above `D`. -/
theorem lt_band (hD : 0 < D) (hP : 0 < P) (hh : 0 < h) : D < band D P h := by
  have hpos : 0 < P ^ 2 * h ^ 2 := by positivity
  exact (Real.lt_sqrt hD.le).2 (by linarith)
```

## (c) The slope

Show that, for $D>0$ and every real $k$,

$$E'(k)=\frac{P^2k}{E(k)}.$$

The expression under the root has derivative $2P^2k$. By the chain rule,

$$E'(k)=\frac{2P^2k}{2\sqrt{D^2+P^2k^2}}=\frac{P^2k}{E(k)}.$$

The root may be differentiated because its argument is positive, even at $k=0$.

`HasDerivAt` states that the derivative exists at $k$ and has the given value. The step `h1` differentiates the argument of the root, `h1.sqrt` applies the chain rule, and `mul_div_mul_left` cancels the factor $2$.

```lean
/-- For `D > 0` the slope of the band at wave number `k` is `P²k / E(k)`. -/
theorem band_hasDerivAt (hD : 0 < D) (k : ℝ) :
    HasDerivAt (band D P) (P ^ 2 * k / band D P k) k := by
  have hpos : 0 < D ^ 2 + P ^ 2 * k ^ 2 := by positivity
  have h1 : HasDerivAt (fun x : ℝ => D ^ 2 + P ^ 2 * x ^ 2) (2 * (P ^ 2 * k)) k :=
    (((hasDerivAt_pow 2 k).const_mul (P ^ 2)).const_add (D ^ 2)).congr_deriv
      (by norm_num; ring)
  exact (h1.sqrt hpos.ne').congr_deriv (mul_div_mul_left _ _ two_ne_zero)
```

## (d) The curvature at the edge

Show that, for $D>0$,

$$E''(0)=\frac{P^2}{D}.$$

Apply the quotient rule to the slope found in (c):

$$E''(k)=\frac{P^2E(k)-P^2k\,E'(k)}{E(k)^2}.$$

At $k=0$ the second term in the numerator is zero and $E(0)=D$, so $E''(0)=P^2D/D^2=P^2/D$.

The statement says that the function `deriv (band D P)` has derivative $P^2/D$ at $0$. The proof first replaces this function by the formula from (c), which is why the slope was needed at every $k$ and not only at the edge. The quotient rule is the step `hq`, and the last lines insert $E(0)=D$ and simplify.

```lean
/-- For `D > 0` the curvature of the band at its edge is `P² / D`. -/
theorem band_curvature (hD : 0 < D) :
    HasDerivAt (deriv (band D P)) (P ^ 2 / D) 0 := by
  have hd : deriv (band D P) = fun k => P ^ 2 * k / band D P k :=
    funext fun k => (band_hasDerivAt hD k).deriv
  rw [hd]
  have hn : HasDerivAt (fun k : ℝ => P ^ 2 * k) (P ^ 2) 0 :=
    ((hasDerivAt_id' (0 : ℝ)).const_mul (P ^ 2)).congr_deriv (mul_one _)
  -- the quotient rule, evaluated at the edge
  have hq := hn.fun_div (band_hasDerivAt (P := P) hD 0)
    (by rw [band_zero hD]; exact hD.ne')
  refine hq.congr_deriv ?_
  rw [band_zero hD]
  simp only [mul_zero, zero_div, sub_zero]
  field_simp
```

## (e) The edge mass

Show that, for $D,P>0$,

$$P^2\,m_{\rm edge}=D.$$

The edge mass is the inverse of the curvature from (d), $m_{\rm edge}=D/P^2$. Multiplying by $P^2$ gives the equation. A small gap or a strong coupling makes the carrier light.

For $P>0$ the product form and the quotient form $m_{\rm edge}=D/P^2$ say the same. They differ only at $P=0$, a flat band, which the theorem excludes. Because Lean sets $1/0=0$, the quotient form would read $0=0$ there and hold without meaning, whereas the product form would read $0=D$ and fail.

The proof unfolds `edgeMass`, inserts the curvature and clears the fractions with `field_simp`.

```lean
/-- For `D, P > 0` the edge mass times `P²` equals `D`. -/
theorem edgeMass_band (hD : 0 < D) (hP : 0 < P) :
    P ^ 2 * edgeMass (band D P) = D := by
  rw [edgeMass, (band_curvature hD).deriv]
  field_simp
```

## (f) The fitted mass

Show that, for $D,P,h>0$,

$$2P^2\,m_{\rm fit}=E(h)+D.$$

Squaring the dispersion gives $P^2h^2=E(h)^2-D^2$. Hence

$$2P^2m_{\rm fit}=\frac{P^2h^2}{E(h)-D}=\frac{(E(h)-D)(E(h)+D)}{E(h)-D}=E(h)+D,$$

where the cancellation is allowed by (b). In the limit $h\to0$ the right-hand side tends to $2D$, and the fitted mass tends to the edge mass.

In the proof, `hg` records that the energy difference is nonzero and `hs` is the squared dispersion. After `div_eq_iff` has removed the division, what remains is a multiple of `hs`, and `linear_combination` supplies the factor.

```lean
/-- For `D, P, h > 0` the fitted mass times `2P²` equals `E(h) + D`. -/
theorem fittedMass_band (hD : 0 < D) (hP : 0 < P) (hh : 0 < h) :
    2 * P ^ 2 * fittedMass (band D P) h = band D P h + D := by
  have hg : band D P h - D ≠ 0 := (sub_pos.2 (lt_band hD hP hh)).ne'
  have hs : band D P h ^ 2 = D ^ 2 + P ^ 2 * h ^ 2 := Real.sq_sqrt (by positivity)
  rw [fittedMass, band_zero hD, ← mul_div_assoc, div_eq_iff (mul_ne_zero two_ne_zero hg)]
  linear_combination (-2) * hs
```

## (g) A quadratic law for the energy rise

Measure the rise in energy in units of the full gap, $r=(E(h)-D)/(2D)$. Show that, for $D>0$,

$$r+r^2=\frac{P^2h^2}{4D^2}.$$

Since $1+r=(E(h)+D)/(2D)$,

$$r+r^2=r(1+r)=\frac{(E(h)-D)(E(h)+D)}{4D^2}=\frac{E(h)^2-D^2}{4D^2}=\frac{P^2h^2}{4D^2}.$$

No expansion in small $h$ has been made. The Lean statement writes $r$ out in full and takes any real $P$ and $h$. Its step `h1` is the algebra up to the difference of squares, and `hs` then replaces $E(h)^2$.

```lean
/-- For `D > 0` the ratio `r = (E(h) - D) / (2D)` obeys the exact quadratic law
`r + r² = P²h² / (4D²)`. -/
theorem excess_quadratic (hD : 0 < D) (P h : ℝ) :
    (band D P h - D) / (2 * D) + ((band D P h - D) / (2 * D)) ^ 2
      = P ^ 2 * h ^ 2 / (4 * D ^ 2) := by
  have hs : band D P h ^ 2 = D ^ 2 + P ^ 2 * h ^ 2 := Real.sq_sqrt (by positivity)
  have h1 : (band D P h - D) / (2 * D) + ((band D P h - D) / (2 * D)) ^ 2
      = (band D P h ^ 2 - D ^ 2) / (4 * D ^ 2) := by
    field_simp
    ring
  rw [h1, hs, add_sub_cancel_left]
```

## (h) The error of the fit

Show that, for $D,P,h>0$, the edge mass is $D/P^2$ and

$$\frac{m_{\rm fit}-m_{\rm edge}}{m_{\rm edge}}=\frac{E(h)-D}{2D},\qquad 0<\frac{m_{\rm fit}-m_{\rm edge}}{m_{\rm edge}}<\frac{P^2h^2}{4D^2}.$$

The edge mass follows from (e) on dividing by $P^2$. Dividing (f) by twice (e) gives

$$\frac{m_{\rm fit}}{m_{\rm edge}}=\frac{E(h)+D}{2D},$$

and subtracting $1$ leaves $(E(h)-D)/(2D)$, which is the $r$ of part (g). The relative error of the mass is thus the energy rise over the step divided by the full gap. It is positive by (b). By (g) it equals $P^2h^2/(4D^2)-r^2$, and since $r^2>0$ it lies strictly below $P^2h^2/(4D^2)$.

For the band of the opening example, $D=P=1$ and $h=3/4$. Then $r=(5/4-1)/2=1/8$, and the bound is $9/64\approx0.141$. The difference is $1/64=r^2$, as the quadratic law requires.

The theorem joins four statements with `∧`: the value of the edge mass, the formula for `relExcess`, its positivity and its upper bound. The step `hm0` shows that the edge mass is nonzero, so that the relative error can be cross-multiplied. The formula `hr` then follows from a linear combination of (e) and (f). For the upper bound, `linarith` combines the quadratic law `hq` with the positivity of the square, `hsq`.

```lean
/-- For `D, P, h > 0` the edge mass is `D / P²`, and the fitted mass exceeds it by the
relative amount `(E(h) - D) / (2D)`, which is positive and below `P²h² / (4D²)`. -/
theorem fitted_mass_too_heavy (hD : 0 < D) (hP : 0 < P) (hh : 0 < h) :
    edgeMass (band D P) = D / P ^ 2 ∧
    relExcess (band D P) h = (band D P h - D) / (2 * D) ∧
    0 < relExcess (band D P) h ∧
    relExcess (band D P) h < P ^ 2 * h ^ 2 / (4 * D ^ 2) := by
  have hm := edgeMass_band hD hP
  have hf := fittedMass_band hD hP hh
  have hm0 : edgeMass (band D P) ≠ 0 := by
    intro h0
    rw [h0, mul_zero] at hm
    exact hD.ne hm
  have hr : relExcess (band D P) h = (band D P h - D) / (2 * D) := by
    rw [relExcess, div_eq_div_iff hm0 (mul_ne_zero two_ne_zero hD.ne')]
    linear_combination edgeMass (band D P) * hf - 2 * fittedMass (band D P) h * hm
  have hpos : 0 < relExcess (band D P) h := by
    rw [hr]
    exact div_pos (sub_pos.2 (lt_band hD hP hh)) (by positivity)
  refine ⟨?_, hr, hpos, ?_⟩
  · rw [eq_div_iff (pow_ne_zero 2 hP.ne')]
    linear_combination hm
  · -- the quadratic law leaves a strictly positive remainder `r²`
    have hq := excess_quadratic hD P h
    rw [← hr] at hq
    have hsq := pow_pos hpos 2
    linarith
```

## (i) How sharp the bound is

Write $x=P^2h^2/(4D^2)$ for the upper bound. Show that, for $D,P,h>0$,

$$x-x^2<\frac{m_{\rm fit}-m_{\rm edge}}{m_{\rm edge}}.$$

From (h), $0<r<x$, so $r^2<x^2$. The quadratic law then gives $r=x-r^2>x-x^2$.

In the example, $x-x^2=495/4096\approx0.121$, so the error $0.125$ is enclosed between $0.121$ and $0.141$. Dividing the two bounds by $x$ gives $1-x<r/x<1$. Hence $r/x\to1$ as $h\to0$, and the coefficient $1/4$ in the upper bound can't be lowered if the bound is to hold for all small steps. For $x\ge1$ the lower bound is zero or negative and adds nothing to positivity.

The proof takes the bounds from (h), squares them with `pow_lt_pow_left₀` and inserts the result in the quadratic law.

```lean
/-- For `D, P, h > 0` the relative excess is larger than `x - x²` with
`x = P²h² / (4D²)`. -/
theorem relExcess_lower_bound (hD : 0 < D) (hP : 0 < P) (hh : 0 < h) :
    P ^ 2 * h ^ 2 / (4 * D ^ 2) - (P ^ 2 * h ^ 2 / (4 * D ^ 2)) ^ 2
      < relExcess (band D P) h := by
  obtain ⟨_, hr, hpos, hlt⟩ := fitted_mass_too_heavy hD hP hh
  have hq := excess_quadratic hD P h
  rw [← hr] at hq
  have hsq := pow_lt_pow_left₀ hlt hpos.le two_ne_zero
  linarith
```

## (j) Choosing the step

Let $\varepsilon>0$ be the largest relative error to be tolerated. Show that, for $D,P,h>0$,

$$0<\frac{m_{\rm fit}-m_{\rm edge}}{m_{\rm edge}}\le\varepsilon
\quad\Longleftrightarrow\quad
P^2h^2\le4D^2\,\varepsilon(1+\varepsilon).$$

By (g), $P^2h^2=4D^2\,r(1+r)$. After division by $4D^2$, the condition on the right reads $r(1+r)\le\varepsilon(1+\varepsilon)$. The function $t(1+t)$ increases for $t>0$, so this is equivalent to $r\le\varepsilon$. Positivity is already known from (h).

Solved for the step, the criterion is $h\le(2D/P)\sqrt{\varepsilon(1+\varepsilon)}$. With $D=P=1$ and a tolerance of one per cent, $h^2\le0.0404$, so $h$ may be at most about $0.201$. With $\varepsilon=1/8$ the limit is $h^2=9/16$, which is the step of the opening example.

In Lean, `Set.Ioc 0 ε` is the interval that excludes $0$ and includes $\varepsilon$. The rewriting steps insert the quadratic law and cancel $4D^2$. The two directions of the equivalence are then the monotonicity of $t(1+t)$, proved by `nlinarith`. The second direction assumes $r>\varepsilon$ and reaches a contradiction.

```lean
/-- Choice of the fitting step: for `D, P, h > 0` and a tolerance `ε > 0`, the relative
excess is positive and at most `ε` exactly when `P²h² ≤ 4D²ε(1 + ε)`. -/
theorem step_criterion (hD : 0 < D) (hP : 0 < P) (hh : 0 < h) {ε : ℝ} (hε : 0 < ε) :
    relExcess (band D P) h ∈ Set.Ioc 0 ε ↔
      P ^ 2 * h ^ 2 ≤ 4 * D ^ 2 * (ε * (1 + ε)) := by
  obtain ⟨_, hr, hpos, _⟩ := fitted_mass_too_heavy hD hP hh
  have hd : 0 < 4 * D ^ 2 := by positivity
  have hq := excess_quadratic hD P h
  rw [← hr, eq_div_iff hd.ne'] at hq
  rw [← hq, mul_comm _ (4 * D ^ 2), mul_le_mul_iff_right₀ hd]
  -- what remains is that `r + r²` increases with `r > 0`
  constructor
  · rintro ⟨_, hle⟩
    nlinarith
  · intro hle
    refine ⟨hpos, ?_⟩
    by_contra hc
    have hlt := not_le.1 hc
    nlinarith

end

end EffectiveMassFit
```

```lean
#print axioms EffectiveMassFit.edgeMass_band
#print axioms EffectiveMassFit.relExcess_lower_bound
#print axioms EffectiveMassFit.step_criterion
```

```
'EffectiveMassFit.edgeMass_band' depends on axioms: [propext, Classical.choice, Quot.sound]
'EffectiveMassFit.relExcess_lower_bound' depends on axioms: [propext, Classical.choice, Quot.sound]
'EffectiveMassFit.step_criterion' depends on axioms: [propext, Classical.choice, Quot.sound]
```
